# PAW Ehrenfest forces conserve energy for a finite matrix Hamiltonian that depends only on nuclear positions

The total energy is treated here as a complex number, although physically it is real. An expectation value \(u^\dagger A u\) is complex by type, and keeping it so means that no real part is taken silently in the force or in the energy. Nuclear coordinates, velocities and masses remain real. The electronic state is a finite column of complex coefficients \(u\), and the PAW transformation is modelled by a square matrix \(T(R)\), invertible at every nuclear configuration \(R\). Units have \(\hbar=1\).

```lean
import Mathlib

open Matrix

namespace PAWEhrenfest

noncomputable section

variable {ι n : Type*} [Fintype ι] [Fintype n] [DecidableEq n]
```

The type `ι` labels the nuclear coordinates and `n` the basis functions. Both are finite. A nuclear configuration is a function `ι → ℝ`, one real number for each coordinate \(a\).

## Expectation values and matrix derivatives

```lean
/-- The expectation value `⟨u, A u⟩`. -/
def expect (u : n → ℂ) (A : Matrix n n ℂ) : ℂ := star u ⬝ᵥ A *ᵥ u
```

This is \(\langle u,Au\rangle=u^\dagger A u\). In Lean, `*ᵥ` applies a matrix to a vector, `⬝ᵥ` is the dot product without conjugation, and `star` supplies the conjugation.

```lean
/-- The contraction `∑ₐ Vₐ Dₐ` of a family of matrices with the nuclear velocity. -/
def along (V : ι → ℝ) (D : ι → Matrix n n ℂ) : Matrix n n ℂ := ∑ a, (V a : ℂ) • D a
```

For a velocity \(V\) and one matrix \(D_a\) per coordinate, `along V D` is \(\sum_a V_aD_a\). This is the form that a time derivative takes when a matrix depends on time only through \(R\).

```lean
/-- The matrix family `A(R)` is differentiable, with partial derivatives `D a = ∂A/∂Rₐ`. -/
def HasGradient (A : (ι → ℝ) → Matrix n n ℂ) (D : ι → (ι → ℝ) → Matrix n n ℂ) : Prop :=
  ∀ R i j, ∃ L : (ι → ℝ) →L[ℝ] ℂ,
    HasFDerivAt (fun Q => A Q i j) L R ∧ ∀ v, L v = along v (fun a => D a R) i j
```

`HasGradient A D` says that every entry \(A_{ij}(R)\) is differentiable, with \(D_a=\partial A/\partial R_a\). The linear map `L` is the derivative at \(R\), and it sends a direction \(v\) to \(\sum_a v_a (D_a)_{ij}\).

```lean
/-- The PAW force operator `G - P† S⁻¹ H - H S⁻¹ P`, for an invertible overlap `S`;
`G` is the derivative of `H` along a nuclear coordinate. -/
def forceOp (S P H G : Matrix n n ℂ) : Matrix n n ℂ := G - Pᴴ * S⁻¹ * H - H * S⁻¹ * P
```

With \(G_a=\partial_aH\), the overlap \(S=T^\dagger T\) and \(P_a=T^\dagger\partial_aT\), the force operator is

\[
F_a=G_a-P_a^\dagger S^{-1}H-HS^{-1}P_a .
\]

The superscript `ᴴ` is the Hermitian adjoint. The last two terms account for the motion of the PAW basis with the nuclei. The force on coordinate \(a\) is minus the expectation value, \(-\langle u,F_au\rangle\). In PAW, \(H=T^\dagger H_{\mathrm{ae}}T\) is the transformed Hamiltonian, with \(H_{\mathrm{ae}}\) the all-electron one. The theorems use only that \(H\) is Hermitian and differentiable, not this form.

## The coupled motion

```lean
/-- Nuclei at `R` with velocity `V` and acceleration `A`, and a state `u` with time derivative
`w` obeying `i S u' = (H - i ∑ₐ Vₐ Pₐ) u`, where `S = T†T` and `Pₐ = T†Dₐ`. -/
structure Motion (T H : (ι → ℝ) → Matrix n n ℂ) (D : ι → (ι → ℝ) → Matrix n n ℂ)
    (R V A : ℝ → ι → ℝ) (u w : ℝ → n → ℂ) : Prop where
  pos : ∀ t, HasDerivAt R (V t) t
  vel : ∀ t, HasDerivAt V (A t) t
  wave : ∀ t, HasDerivAt u (w t) t
  schrodinger : ∀ t, Complex.I • (((T (R t))ᴴ * T (R t)) *ᵥ w t) =
    (H (R t) - Complex.I • along (V t) (fun a => (T (R t))ᴴ * D a (R t))) *ᵥ u t
```

A `Motion` bundles four conditions, each holding at all times: \(R'=V\), \(V'=A\), \(u'=w\), and

\[
iSw=\Big(H-i\sum_aV_aP_a\Big)u,\qquad S=T^\dagger T,\quad P_a=T^\dagger D_a .
\]

In PAW, \(D_a=\partial_aT\). The all-electron state is then \(Tu\), and the equation reads \(T^\dagger\, i\,\tfrac{d}{dt}(Tu)=Hu\), so the velocity term comes from differentiating \(T\). The structure does not impose \(D_a=\partial_aT\), nor does it require \(T\) to be differentiable. It describes a given trajectory and does not show that one exists.

```lean
/-- The total energy `∑ₐ mₐ Vₐ²/2 + ⟨u, H(R) u⟩` at time `t`. -/
def energy (m : ι → ℝ) (H : (ι → ℝ) → Matrix n n ℂ) (R V : ℝ → ι → ℝ) (u : ℝ → n → ℂ)
    (t : ℝ) : ℂ :=
  ∑ a, ((m a * V t a ^ 2 / 2 : ℝ) : ℂ) + expect (u t) (H (R t))
```

The energy is \(E=\sum_a m_aV_a^2/2+\langle u,H(R)u\rangle\). Each coordinate has its own mass, and the proofs never use its sign. A physical state is normalised, \(\langle u,Su\rangle=1\), which the proofs do not use either. There is no separate ion–ion potential.

```lean
omit [DecidableEq n] in
/-- The expectation value of a velocity contraction is the sum of velocity times expectation. -/
theorem expect_along (u : n → ℂ) (V : ι → ℝ) (D : ι → Matrix n n ℂ) :
    expect u (along V D) = ∑ a, (V a : ℂ) * expect u (D a) := by
  classical
  unfold along
  induction (Finset.univ : Finset ι) using Finset.induction_on with
  | empty => simp [expect]
  | insert a s ha ih =>
    rw [Finset.sum_insert ha, Finset.sum_insert ha, ← ih]
    simp only [expect, Matrix.add_mulVec, dotProduct_add, Matrix.smul_mulVec,
      dotProduct_smul, smul_eq_mul]
```

Expectation values are linear: \(\langle u,\sum_aV_aD_a\,u\rangle=\sum_aV_a\langle u,D_au\rangle\). The proof adds one coordinate at a time by induction.

```lean
omit [Fintype n] [DecidableEq n] in
/-- For real velocities, contraction commutes with the Hermitian adjoint. -/
theorem along_adjoint (V : ι → ℝ) (D : ι → Matrix n n ℂ) :
    (along V D)ᴴ = along V (fun a => (D a)ᴴ) := by
  simp [along, Matrix.conjTranspose_sum, Matrix.conjTranspose_smul]
```

Because the velocities are real, \((\sum_aV_aD_a)^\dagger=\sum_aV_aD_a^\dagger\). This is needed when the adjoint of the velocity term appears below.

## Power delivered to the electrons

```lean
/-- Electronic power: if `i S w = (H - i K) u` with `S`, `H` Hermitian and `S` invertible, then
`⟨w, H u⟩ + ⟨u, G u⟩ + ⟨u, H w⟩` is the expectation value of the PAW force operator. -/
theorem electronic_power {S H K G : Matrix n n ℂ} {u w : n → ℂ} (hS : IsUnit S)
    (hSh : S.IsHermitian) (hH : H.IsHermitian)
    (h : Complex.I • (S *ᵥ w) = (H - Complex.I • K) *ᵥ u) :
    star w ⬝ᵥ H *ᵥ u + expect u G + star u ⬝ᵥ H *ᵥ w = expect u (forceOp S K H G) := by
  have h1 : S *ᵥ w = (-(Complex.I • H) - K) *ᵥ u := by
    calc S *ᵥ w = (-Complex.I) • (Complex.I • (S *ᵥ w)) := by rw [smul_smul]; simp
      _ = ((-Complex.I) • (H - Complex.I • K)) *ᵥ u := by rw [h, Matrix.smul_mulVec]
      _ = _ := by congr 1; rw [smul_sub, smul_smul]; simp
  -- solve for the time derivative of the state
  have hw : w = (S⁻¹ * (-(Complex.I • H) - K)) *ᵥ u := by
    rw [← Matrix.mulVec_mulVec, ← h1, Matrix.mulVec_mulVec,
      Matrix.nonsing_inv_mul S ((Matrix.isUnit_iff_isUnit_det S).1 hS), Matrix.one_mulVec]
  have hX : (S⁻¹ * (-(Complex.I • H) - K))ᴴ = (Complex.I • H - Kᴴ) * S⁻¹ := by
    rw [Matrix.conjTranspose_mul, Matrix.conjTranspose_nonsing_inv, hSh.eq]
    congr 1
    simp [Matrix.conjTranspose_sub, Matrix.conjTranspose_smul, hH.eq]
  rw [hw, Matrix.star_mulVec, hX, ← Matrix.dotProduct_mulVec]
  simp only [expect, Matrix.mulVec_mulVec, ← dotProduct_add, ← Matrix.add_mulVec]
  congr 2
  -- the two terms `± i H S⁻¹ H` cancel
  simp only [forceOp, sub_mul, mul_sub, mul_neg, Matrix.smul_mul, Matrix.mul_smul, mul_assoc]
  abel
```

Write \(K\) for the velocity term \(\sum_aV_aP_a\) and \(G\) for the rate of change of \(H\) along the path. Multiplying the electronic equation by \(-i\) gives \(Sw=(-iH-K)u\), which is `h1`. Applying \(S^{-1}\) gives `hw`:

\[
w=Xu,\qquad X=S^{-1}(-iH-K).
\]

Since \(S\) and \(H\) are Hermitian, \(X^\dagger=(iH-K^\dagger)S^{-1}\), which is `hX`. Therefore

\[
\begin{aligned}
\langle w,Hu\rangle+\langle u,Gu\rangle+\langle u,Hw\rangle
&=\langle u,(X^\dagger H+G+HX)u\rangle,\\
X^\dagger H+G+HX
&=iHS^{-1}H-K^\dagger S^{-1}H+G-iHS^{-1}H-HS^{-1}K\\
&=G-K^\dagger S^{-1}H-HS^{-1}K .
\end{aligned}
\]

The two terms with \(i\) cancel, and the PAW force operator remains. In Lean, `simp only` multiplies out the products and `abel` performs the cancellation.

## The energy balance

```lean
variable {T H : (ι → ℝ) → Matrix n n ℂ} {D G : ι → (ι → ℝ) → Matrix n n ℂ}
  {R V A : ℝ → ι → ℝ} {u w : ℝ → n → ℂ}

/-- Energy balance along a `Motion`, whose electronic state obeys the equation stated there, for
arbitrary nuclear accelerations, with `H` Hermitian and differentiable and `T` invertible:
`dE/dt = ∑ₐ Vₐ (mₐ Aₐ + ⟨u, Fₐ u⟩)`, where `Fₐ` is the PAW force operator. -/
theorem energy_rate (m : ι → ℝ) (hT : ∀ Q, IsUnit (T Q)) (hH : ∀ Q, (H Q).IsHermitian)
    (hG : HasGradient H G) (h : Motion T H D R V A u w) (t : ℝ) :
    HasDerivAt (energy m H R V u) (∑ a, (V t a : ℂ) * ((m a : ℂ) * (A t a : ℂ) +
      expect (u t) (forceOp ((T (R t))ᴴ * T (R t)) ((T (R t))ᴴ * D a (R t))
        (H (R t)) (G a (R t))))) t := by
  have hk : ∀ a, HasDerivAt (fun s => m a * V s a ^ 2 / 2) (m a * V t a * A t a) t := fun a =>
    ((((hasDerivAt_pi.1 (h.vel t) a).fun_pow 2).const_mul (m a)).div_const 2).congr_deriv
      (by simp only [Nat.reduceSub, pow_one, Nat.cast_ofNat]; ring)
  -- chain rule for the Hamiltonian along the trajectory
  have hc : ∀ i j, HasDerivAt (fun s => H (R s) i j)
      (along (V t) (fun a => G a (R t)) i j) t := by
    intro i j
    obtain ⟨L, hL, hv⟩ := hG (R t) i j
    exact (hL.comp_hasDerivAt t (h.pos t)).congr_deriv (hv _)
  have hu := hasDerivAt_pi.1 (h.wave t)
  have he : HasDerivAt (fun s => expect (u s) (H (R s)))
      (star (w t) ⬝ᵥ H (R t) *ᵥ u t + expect (u t) (along (V t) (fun a => G a (R t))) +
        star (u t) ⬝ᵥ H (R t) *ᵥ w t) t := by
    have h0 := HasDerivAt.fun_sum (u := Finset.univ) fun i _ => (hu i).star.fun_mul
      (HasDerivAt.fun_sum (u := Finset.univ) fun j _ => (hc i j).fun_mul (hu j))
    refine h0.congr_deriv ?_
    simp only [expect, dotProduct, Matrix.mulVec, Pi.star_apply, Finset.sum_add_distrib, mul_add]
    ring
  -- the force operator is linear in the nuclear direction
  have hF : forceOp ((T (R t))ᴴ * T (R t)) (along (V t) fun a => (T (R t))ᴴ * D a (R t))
      (H (R t)) (along (V t) fun a => G a (R t)) = along (V t) (fun a =>
        forceOp ((T (R t))ᴴ * T (R t)) ((T (R t))ᴴ * D a (R t)) (H (R t)) (G a (R t))) := by
    rw [forceOp, along_adjoint]
    simp only [along, forceOp, smul_sub, Finset.sum_sub_distrib, Finset.sum_mul, Finset.mul_sum,
      Matrix.smul_mul, Matrix.mul_smul]
  rw [electronic_power (S := (T (R t))ᴴ * T (R t)) ((hT (R t)).star.mul (hT (R t)))
    (Matrix.isHermitian_conjTranspose_mul_self _) (hH _) (h.schrodinger t), hF,
    expect_along] at he
  refine ((HasDerivAt.fun_sum (u := Finset.univ) fun a _ =>
    (hk a).ofReal_comp).fun_add he).congr_deriv ?_
  rw [← Finset.sum_add_distrib]
  exact Finset.sum_congr rfl fun a _ => by push_cast; ring
```

The theorem holds for any accelerations \(A_a\), before Newton's equation is imposed:

\[
\frac{dE}{dt}=\sum_aV_a\big(m_aA_a+\langle u,F_au\rangle\big).
\]

By hand, the kinetic part gives \(\sum_a m_aV_aA_a\), as in `hk`. The chain rule gives \(\tfrac{d}{dt}H(R(t))=\sum_aV_aG_a\), as in `hc`, and the product rule then gives `he`:

\[
\frac{d}{dt}\langle u,Hu\rangle=\langle w,Hu\rangle+\Big\langle u,\sum_aV_aG_a\,u\Big\rangle+\langle u,Hw\rangle .
\]

By `electronic_power`, the right-hand side is the expectation value of the force operator built from \(\sum_aV_aP_a\) and \(\sum_aV_aG_a\). That operator is linear in the velocity, so it equals \(\sum_aV_aF_a\), which is `hF`. Taking the expectation term by term gives \(\sum_aV_a\langle u,F_au\rangle\), and adding the kinetic part completes the balance.

## Newton's equation with the PAW force

```lean
/-- PAW Ehrenfest dynamics conserves energy: for `H` Hermitian and differentiable, `T` invertible
and `mₐ Rₐ'' = -⟨u, (∂ₐH - Pₐ†S⁻¹H - HS⁻¹Pₐ) u⟩`, the total energy is constant in time. Here
`Pₐ = T†Dₐ` is the same in the force and in the electronic equation of `Motion`, with `Dₐ = ∂ₐT` or
any other matrices. -/
theorem energy_conserved (m : ι → ℝ) (hT : ∀ Q, IsUnit (T Q)) (hH : ∀ Q, (H Q).IsHermitian)
    (hG : HasGradient H G) (h : Motion T H D R V A u w)
    (newton : ∀ t a, (m a : ℂ) * (A t a : ℂ) = -expect (u t)
      (forceOp ((T (R t))ᴴ * T (R t)) ((T (R t))ᴴ * D a (R t)) (H (R t)) (G a (R t))))
    (t s : ℝ) : energy m H R V u t = energy m H R V u s := by
  have h0 : ∀ r, HasDerivAt (energy m H R V u) 0 r := fun r =>
    (energy_rate m hT hH hG h r).congr_deriv (by simp [newton])
  exact is_const_of_deriv_eq_zero (fun r => (h0 r).differentiableAt) (fun r => (h0 r).deriv) t s
```

The hypothesis `newton` is \(m_aA_a=-\langle u,F_au\rangle\) for every coordinate and time. It makes each bracket in the energy balance zero, so \(dE/dt=0\) throughout, and a function on the real line with zero derivative is constant. The conclusion compares any two times `t` and `s`.

The left side of `newton` is real and the right side is complex by type, but the two are compatible. The derivative \(G_a\) of a Hermitian family along a real coordinate is Hermitian, so \(F_a\) is Hermitian and its expectation value is real.

The result bears on real-time Ehrenfest simulations in PAW, for one state in a finite basis whose Hamiltonian depends on nuclear positions but not on the electron density or explicitly on time. In such a simulation the all-electron state generally lies outside the span of the finite basis, so the square matrix \(T\) is a simplification. A self-consistent density-functional calculation has a different energy expression and needs a further argument.

## The drift from the bare force

```lean
/-- Along a `Motion`, whose electronic state obeys the equation stated there, with the bare force
`mₐ Rₐ'' = -⟨u, ∂ₐH u⟩` at time `t`, for `H` Hermitian and differentiable and `T` invertible, the
energy drifts at the rate `-∑ₐ Vₐ ⟨u, (Pₐ†S⁻¹H + HS⁻¹Pₐ) u⟩`. -/
theorem bare_force_drift (m : ι → ℝ) (hT : ∀ Q, IsUnit (T Q)) (hH : ∀ Q, (H Q).IsHermitian)
    (hG : HasGradient H G) (h : Motion T H D R V A u w) (t : ℝ)
    (newton : ∀ a, (m a : ℂ) * (A t a : ℂ) = -expect (u t) (G a (R t))) :
    HasDerivAt (energy m H R V u) (-∑ a, (V t a : ℂ) * expect (u t)
      (((T (R t))ᴴ * D a (R t))ᴴ * ((T (R t))ᴴ * T (R t))⁻¹ * H (R t) +
        H (R t) * ((T (R t))ᴴ * T (R t))⁻¹ * ((T (R t))ᴴ * D a (R t)))) t := by
  refine (energy_rate m hT hH hG h t).congr_deriv ?_
  rw [← Finset.sum_neg_distrib]
  refine Finset.sum_congr rfl fun a _ => ?_
  rw [newton a]
  simp only [forceOp, expect, Matrix.sub_mulVec, Matrix.add_mulVec, dotProduct_sub,
    dotProduct_add]
  ring

end

end PAWEhrenfest
```

If the nuclei feel only \(-\langle u,\partial_aH\,u\rangle\) at time \(t\), then \(m_aA_a=-\langle u,G_au\rangle\). Inserting this in the energy balance cancels \(G_a\) and leaves

\[
\frac{dE}{dt}=-\sum_aV_a\langle u,(P_a^\dagger S^{-1}H+HS^{-1}P_a)u\rangle .
\]

The bare force is assumed only at the instant considered.

```lean
#print axioms PAWEhrenfest.energy_conserved
#print axioms PAWEhrenfest.bare_force_drift
```

```
'PAWEhrenfest.energy_conserved' depends on axioms: [propext, Classical.choice, Quot.sound]
'PAWEhrenfest.bare_force_drift' depends on axioms: [propext, Classical.choice, Quot.sound]
```

## One coordinate and one basis function

Take \(T(R)=e^R\), \(D=\partial_RT=e^R\), \(H(R)=3+R\) and \(m=1\). At an instant with \(R=0\), \(V=2\) and \(u=1\), we have \(S=P=1\), \(H=3\) and \(G=1\), and the state is normalised, \(\langle u,Su\rangle=1\).

The electronic equation \(iw=3-2i\) gives \(w=-2-3i\). The electronic energy changes at the rate

\[
3(-2+3i)+2\cdot1+3(-2-3i)=-10 .
\]

The force operator is \(F=1-3-3=-5\), so the PAW force is \(+5\) and the kinetic energy grows at the rate \(VmA=2\cdot5=10\). The total rate is zero. The bare force is \(-1\), which changes the kinetic energy at the rate \(-2\), so the total energy drifts at \(-12\). The drift formula gives the same value, \(-2(3+3)=-12\).

## Evaluating the force in a program

A program need not form \(S^{-1}\). It can solve \(Sx=Hu\) once per force evaluation and then use, for every coordinate,

\[
-\langle u,F_au\rangle=-\langle u,G_au\rangle+2\,\mathrm{Re}\,\langle x,P_au\rangle .
\]

In the example \(x=3\), and the force is \(-1+6=5\). With a finite time step, the integrator generally adds its own energy error.

The freedom in \(D_a\) has a consequence for testing. If the same wrong \(P_a\) enters both the electronic equation and the force, the energy is still conserved, so a flat energy curve does not validate \(P_a\). The norm \(\langle u,Su\rangle\) is a useful second check: a short calculation, separate from the theorems above, shows that it is constant when \(T\) is differentiable and \(D_a=\partial_aT\). It tests only the sum \(P_a+P_a^\dagger\), so an anti-Hermitian error in \(P_a\), made in both places, passes both checks.
